# Fourth Sachs coefficient of a simple graph: disjoint edge pairs minus twice the four-cycles

To read a coefficient of the Hückel polynomial off a molecule's bonds, one must decide when two bond patterns count as the same; here a pattern is its set of bonds, so each is counted once, however its atoms are labelled. Take one orbital per atom, with these orbitals orthonormal, one site energy $\alpha$, and one resonance integral $\beta\neq0$ between bonded atoms only. The non-interacting Hamiltonian is then $H=\alpha+\beta A$, where $A$ is the adjacency matrix. The orbital energies are $\alpha+\beta x$, with $x$ a root of $\det(x-A)$; many textbooks give $x$ the opposite sign. Reducing a real molecule to this $H$ is a physical approximation that the theorem does not justify.

```lean
import Mathlib

open Finset Polynomial

namespace FourthSachsCoefficient

variable {V R : Type*} [Fintype V] [DecidableEq V] [CommRing R]
```

`V` is the finite set of $n$ atoms. `R` is the commutative ring of matrix entries, for instance $\mathbb R$.

## Bond patterns as edge sets

```lean
/-- The principal minor of a matrix on a set `S` of atoms. -/
def principalMinor (M : Matrix V V R) (S : Finset V) : R :=
  (M.submatrix (fun i : {i // i ∈ S} => (i : V)) (fun i : {i // i ∈ S} => (i : V))).det
```

$m_S=\det M_{SS}$ keeps only the rows and columns in $S$.

```lean
/-- The atoms touched by a set of bonds. -/
noncomputable def atoms (E : Finset (Sym2 V)) : Finset V :=
  univ.filter fun v => ∃ e ∈ E, v ∈ e
```

These are the endpoints of the bonds in `E`.

```lean
/-- The subgraphs of `G`, recorded by their edge sets, that are copies of a pattern `P` of bonds
between four distinct atoms. -/
noncomputable def copies (G : SimpleGraph V) [DecidableRel G.Adj] (P : Finset (Sym2 (Fin 4))) :
    Finset (Finset (Sym2 V)) :=
  (univ.image fun f : Fin 4 ↪ V => P.image (Sym2.map f)).filter fun E => E ⊆ G.edgeFinset
```

`Fin 4 ↪ V` is an injective labelling of four atoms by $0,\dots,3$. Labellings that give the same edge set give one copy. Further bonds of $G$ among the four atoms are allowed.

```lean
/-- The pattern of two disjoint bonds. -/
noncomputable abbrev twoBonds : Finset (Sym2 (Fin 4)) := {s(0, 1), s(2, 3)}
```

`s(0, 1)` is the unordered bond $01$, so the pattern is $\{01,23\}$.

```lean
/-- The pattern of a four-membered ring. -/
noncomputable abbrev fourRing : Finset (Sym2 (Fin 4)) := {s(0, 1), s(1, 2), s(2, 3), s(0, 3)}
```

The ring is $0\,1\,2\,3\,0$.

```lean
/-- The unordered pairs of disjoint edges of `G`. -/
noncomputable def disjointEdgePairs (G : SimpleGraph V) [DecidableRel G.Adj] := copies G twoBonds
```

The two edges of a pair share no atom.

```lean
/-- The four-cycle subgraphs of `G`, each recorded by its set of four edges. -/
noncomputable def fourCycles (G : SimpleGraph V) [DecidableRel G.Adj] := copies G fourRing
```

A four-cycle is counted without starting point or direction.

```lean
/-- The three pairings of four atoms into two bonds. -/
noncomputable def pairing : Fin 3 → Finset (Sym2 (Fin 4))
  | 0 => {s(0, 1), s(2, 3)}
  | 1 => {s(0, 2), s(1, 3)}
  | 2 => {s(0, 3), s(1, 2)}
```

Pairing $k$ joins atom $0$ to atom $k+1$.

```lean
/-- The three rings through four atoms. -/
noncomputable def ringThrough : Fin 3 → Finset (Sym2 (Fin 4))
  | 0 => {s(0, 2), s(1, 2), s(1, 3), s(0, 3)}
  | 1 => {s(0, 1), s(1, 2), s(2, 3), s(0, 3)}
  | 2 => {s(0, 1), s(1, 3), s(2, 3), s(0, 2)}
```

In ring $k$, atom $k+1$ lies opposite atom $0$.

## From coefficients to principal minors

```lean
/-- For `k ≤ n`, the coefficient of `x^(n-k)` in the characteristic polynomial of an `n × n` matrix
is `(-1)^k` times the sum of its principal minors of size `k`. -/
theorem charpoly_coeff_eq_sum_minors (M : Matrix V V R) {k : ℕ} (hk : k ≤ Fintype.card V) :
    M.charpoly.coeff (Fintype.card V - k) =
      (-1) ^ k * ∑ S ∈ univ.powersetCard k, principalMinor M S := by
  -- each row of `x - M` is a sum of two rows; expand the determinant
  have hexp : M.charpoly = ∑ S : Finset V, (Matrix.of fun i j =>
      if i ∈ S then -C (M i j) else if i = j then (X : R[X]) else 0).det := by
    have h := (Matrix.detRowAlternating (n := V) (R := R[X])).toMultilinearMap.map_add_univ
      (fun i j => -C (M i j)) (fun i j => if i = j then X else 0)
    have hl : M.charmatrix = Matrix.of ((fun i j => -C (M i j)) +
        (fun i j => if i = j then (X : R[X]) else 0)) := by
      refine Matrix.ext fun i j => ?_
      simp only [Matrix.charmatrix_apply, Matrix.diagonal_apply, Matrix.of_apply, Pi.add_apply]
      ring
    rw [Matrix.charpoly, hl]
    refine h.trans (Finset.sum_congr rfl fun S _ => ?_)
    have hp : S.piecewise (fun i j => -C (M i j)) (fun i j => if i = j then (X : R[X]) else 0) =
        fun i j => if i ∈ S then -C (M i j) else if i = j then (X : R[X]) else 0 := by
      funext i j
      by_cases hi : i ∈ S <;> simp [Finset.piecewise, hi]
    exact congrArg (fun N : V → V → R[X] => Matrix.det (Matrix.of N)) hp
  -- every term is block triangular
  have hblock (S : Finset V) : (Matrix.of fun i j =>
      if i ∈ S then -C (M i j) else if i = j then (X : R[X]) else 0).det =
      C ((-1) ^ S.card * principalMinor M S) * X ^ (Fintype.card V - S.card) := by
    rw [Matrix.twoBlockTriangular_det _ (fun i => i ∈ S) (by
      intro i hi j hj
      have hij : i ≠ j := by
        rintro rfl
        exact hi hj
      simp [hi, hij])]
    congr 1
    · have h1 : Matrix.toSquareBlockProp (Matrix.of fun i j =>
          if i ∈ S then -C (M i j) else if i = j then (X : R[X]) else 0) (fun i => i ∈ S) =
          (C : R →+* R[X]).mapMatrix (-(M.submatrix (fun i : {i // i ∈ S} => (i : V))
            (fun i : {i // i ∈ S} => (i : V)))) := by
        refine Matrix.ext fun i j => ?_
        change (if (i : V) ∈ S then -C (M i j) else _) = C (-(M i j))
        rw [if_pos i.2, map_neg]
      have h3 : ((C : R →+* R[X]).mapMatrix (-(M.submatrix (fun i : {i // i ∈ S} => (i : V))
          (fun i : {i // i ∈ S} => (i : V))))).det =
          C ((-1) ^ S.card * principalMinor M S) := by
        rw [principalMinor, ← RingHom.map_det, Matrix.det_neg, Fintype.card_coe]
      -- the determinant does not depend on how the block is enumerated
      have hdet (N : Matrix {i // i ∈ S} {i // i ∈ S} R[X]) (I J : Fintype {i // i ∈ S})
          (D E : DecidableEq {i // i ∈ S}) :
          (letI := I; letI := D; N.det) = (letI := J; letI := E; N.det) := by
        cases Subsingleton.elim I J
        cases Subsingleton.elim D E
        rfl
      rw [h1]
      exact (hdet _ _ _ _ _).trans h3
    · have h2 : Matrix.toSquareBlockProp (Matrix.of fun i j =>
          if i ∈ S then -C (M i j) else if i = j then (X : R[X]) else 0) (fun i => ¬ i ∈ S) =
          Matrix.diagonal fun _ => X := by
        refine Matrix.ext fun i j => ?_
        change (if (i : V) ∈ S then _ else if (i : V) = j then (X : R[X]) else 0) = _
        rw [if_neg i.2, Matrix.diagonal_apply]
        simp only [Subtype.ext_iff]
      rw [h2, Matrix.det_diagonal, Finset.prod_const, Finset.card_univ,
        Fintype.card_of_subtype Sᶜ (fun _ => Finset.mem_compl), Finset.card_compl]
  have hfil : univ.powersetCard k = univ.filter (fun S : Finset V => S.card = k) := by
    ext S
    simp [Finset.mem_powersetCard]
  rw [hexp, Polynomial.finsetSum_coeff, Finset.mul_sum, hfil, Finset.sum_filter]
  refine Finset.sum_congr rfl fun S _ => ?_
  rw [hblock S, Polynomial.coeff_C_mul_X_pow]
  have hS := S.card_le_univ
  by_cases h : S.card = k
  · simp [h]
  · have h' : ¬ (Fintype.card V - k = Fintype.card V - S.card) := by omega
    rw [if_neg h', if_neg h]
```

Row $i$ of $x-M$ is $-M_i+x e_i$, with $M_i$ the row of $M$ and $e_i$ the unit row. Expand in all rows, and let $S$ be the set of rows where $-M_i$ was chosen (`hexp`). With $S$ listed first, each term is block triangular (`hblock`):

$$\det\begin{pmatrix}-M_{SS}&*\\0&x\,I\end{pmatrix}=(-1)^{|S|}m_S\,x^{n-|S|}.$$

The power $x^{n-k}$ selects $|S|=k$, so its coefficient is $(-1)^k\sum_{|S|=k}m_S$.

## Sorting copies by their atoms

```lean
/-- If a pattern touches all its four atoms, its image under a labelling touches exactly the
labelled atoms. -/
theorem mem_atoms_image {P : Finset (Sym2 (Fin 4))} (hP : ∀ i, ∃ e ∈ P, i ∈ e)
    (g : Fin 4 → V) (v : V) : v ∈ atoms (P.image (Sym2.map g)) ↔ ∃ i, g i = v := by
  simp only [atoms, Finset.mem_filter, Finset.mem_univ, true_and, Finset.mem_image]
  constructor
  · rintro ⟨_, ⟨e, he, rfl⟩, hv⟩
    obtain ⟨i, _, hi⟩ := Sym2.mem_map.1 hv
    exact ⟨i, hi⟩
  · rintro ⟨i, rfl⟩
    obtain ⟨e, he, hi⟩ := hP i
    exact ⟨_, ⟨e, he, rfl⟩, Sym2.mem_map.2 ⟨i, hi, rfl⟩⟩
```

Every endpoint in the image is a labelled atom. Conversely, every index lies in some bond of the pattern, so every labelled atom is touched.

```lean
/-- Copies of a pattern that touches all its four atoms can be counted by the four-atom sets
they cover. -/
theorem card_copies_eq_sum (G : SimpleGraph V) [DecidableRel G.Adj]
    {P : Finset (Sym2 (Fin 4))} (hP : ∀ i, ∃ e ∈ P, i ∈ e) :
    (copies G P).card =
      ∑ S ∈ univ.powersetCard 4, ((copies G P).filter fun E => atoms E = S).card := by
  refine Finset.card_eq_sum_card_fiberwise fun E hE => ?_
  obtain ⟨g, _, rfl⟩ := Finset.mem_image.1 (Finset.mem_filter.1 (Finset.mem_coe.1 hE)).1
  have h : atoms (P.image (Sym2.map g)) = univ.map g := by
    ext v
    rw [mem_atoms_image hP]
    simp
  rw [Finset.mem_coe, Finset.mem_powersetCard, h]
  simp
```

Each copy therefore covers exactly one four-atom set, and the total is the sum over these sets.

```lean
/-- Let `L` list without repetition the three relabellings of a pattern that touches all its four
atoms. On four atoms labelled by `f`, the pattern has as many copies in `G` as `L` has members whose
image under `f` lies in `G`. -/
theorem card_copies_on (G : SimpleGraph V) [DecidableRel G.Adj]
    {P : Finset (Sym2 (Fin 4))} (hP : ∀ i, ∃ e ∈ P, i ∈ e) {L : Fin 3 → Finset (Sym2 (Fin 4))}
    (hL : Function.Injective L ∧ ∀ Q, (∃ k, L k = Q) ↔
      ∃ σ : Fin 4 → Fin 4, Function.Injective σ ∧ P.image (Sym2.map σ) = Q)
    {S : Finset V} (f : Fin 4 ↪ V) (hf : ∀ v, v ∈ S ↔ ∃ i, f i = v) :
    ((copies G P).filter fun E => atoms E = S).card =
      (univ.filter fun k => (L k).image (Sym2.map f) ⊆ G.edgeFinset).card := by
  refine Eq.trans (congrArg Finset.card ?_) (Finset.card_image_of_injective _
    ((Finset.image_injective (Sym2.map.injective f.injective)).comp hL.1))
  have hcomp (σ : Fin 4 → Fin 4) : (P.image (Sym2.map σ)).image (Sym2.map f) =
      P.image (Sym2.map (f ∘ σ)) := by
    rw [Finset.image_image, ← Sym2.map_comp]
  ext E
  simp only [copies, Finset.mem_filter, Finset.mem_image, Finset.mem_univ, true_and,
    Function.comp_apply]
  constructor
  · rintro ⟨⟨⟨g, rfl⟩, hE⟩, hS⟩
    -- two labellings of the same atoms differ by a permutation
    have hg : ∀ i, ∃ j, f j = g i := fun i => (hf (g i)).1 (by
      rw [← hS]
      exact (mem_atoms_image hP g _).2 ⟨i, rfl⟩)
    choose σ hσ using hg
    have hinj : Function.Injective σ := fun i j h => g.injective (by rw [← hσ i, ← hσ j, h])
    have hc := hcomp σ
    rw [show (f ∘ σ : Fin 4 → V) = g from funext hσ] at hc
    obtain ⟨k, hk⟩ := (hL.2 _).2 ⟨σ, hinj, rfl⟩
    exact ⟨k, by rw [hk, hc]; exact hE, by rw [hk, hc]⟩
  · rintro ⟨k, hE, rfl⟩
    obtain ⟨σ, hσ, hk⟩ := (hL.2 _).1 ⟨k, rfl⟩
    rw [← hk, hcomp] at hE ⊢
    refine ⟨⟨⟨⟨f ∘ σ, f.injective.comp hσ⟩, rfl⟩, hE⟩, ?_⟩
    ext v
    rw [mem_atoms_image hP, hf]
    constructor
    · rintro ⟨i, h⟩
      exact ⟨σ i, h⟩
    · rintro ⟨i, h⟩
      obtain ⟨j, rfl⟩ := Finite.injective_iff_surjective.1 hσ i
      exact ⟨j, h⟩
```

Fix a labelling $f$ of $S$. Any other labelling is $g=f\circ\sigma$ with $\sigma$ a permutation, so the copies on $S$ are the $f$-images of the relabelled patterns that lie in $G$. `L` lists these patterns, and injectivity of $f$ keeps their images distinct.

```lean
/-- The three pairings are distinct and are exactly the relabellings of the two-bond pattern. -/
theorem pairing_complete : Function.Injective pairing ∧ ∀ Q, (∃ k, pairing k = Q) ↔
    ∃ σ : Fin 4 → Fin 4, Function.Injective σ ∧ twoBonds.image (Sym2.map σ) = Q := by
  -- a pairing is recognised by the partner of atom 0
  have hmem : ∀ k : Fin 3, s(0, k.succ) ∈ pairing k := by decide +kernel
  have hkey : ∀ j k : Fin 3, s(0, j.succ) ∈ pairing k → j = k := by decide +kernel
  refine ⟨fun j k h => hkey j k (by rw [← h]; exact hmem j), fun Q => ⟨?_, ?_⟩⟩
  · rintro ⟨k, rfl⟩
    fin_cases k
    · exact ⟨![0, 1, 2, 3], by decide +kernel,
        Finset.Subset.antisymm (by decide +kernel) (by decide +kernel)⟩
    · exact ⟨![0, 2, 1, 3], by decide +kernel,
        Finset.Subset.antisymm (by decide +kernel) (by decide +kernel)⟩
    · exact ⟨![0, 3, 1, 2], by decide +kernel,
        Finset.Subset.antisymm (by decide +kernel) (by decide +kernel)⟩
  · rintro ⟨σ, hσ, rfl⟩
    have h : ∀ a b c d : Fin 4, [a, b, c, d].Nodup →
        ∃ k, pairing k ⊆ {s(a, b), s(c, d)} ∧ {s(a, b), s(c, d)} ⊆ pairing k := by
      intro a b
      fin_cases a <;> fin_cases b <;> decide +kernel
    have hi : twoBonds.image (Sym2.map σ) = {s(σ 0, σ 1), s(σ 2, σ 3)} := by
      simp [twoBonds]
    obtain ⟨k, h1, h2⟩ := h (σ 0) (σ 1) (σ 2) (σ 3) (by simp [hσ.eq_iff])
    exact ⟨k, (Finset.Subset.antisymm h1 h2).trans hi.symm⟩
```

The partner of atom $0$ distinguishes the pairings. A finite check by `decide +kernel` shows that every relabelling is one of the three.

```lean
/-- The three rings are distinct and are exactly the relabellings of the four-membered ring. -/
theorem ringThrough_complete : Function.Injective ringThrough ∧ ∀ Q, (∃ k, ringThrough k = Q) ↔
    ∃ σ : Fin 4 → Fin 4, Function.Injective σ ∧ fourRing.image (Sym2.map σ) = Q := by
  -- a ring is recognised by the atom opposite to atom 0
  have hmem : ∀ k : Fin 3, s(0, k.succ) ∉ ringThrough k := by decide +kernel
  have hkey : ∀ j k : Fin 3, s(0, j.succ) ∉ ringThrough k → j = k := by decide +kernel
  refine ⟨fun j k h => hkey j k (by rw [← h]; exact hmem j), fun Q => ⟨?_, ?_⟩⟩
  · rintro ⟨k, rfl⟩
    fin_cases k
    · exact ⟨![0, 2, 1, 3], by decide +kernel,
        Finset.Subset.antisymm (by decide +kernel) (by decide +kernel)⟩
    · exact ⟨![0, 1, 2, 3], by decide +kernel,
        Finset.Subset.antisymm (by decide +kernel) (by decide +kernel)⟩
    · exact ⟨![0, 1, 3, 2], by decide +kernel,
        Finset.Subset.antisymm (by decide +kernel) (by decide +kernel)⟩
  · rintro ⟨σ, hσ, rfl⟩
    have h : ∀ a b c d : Fin 4, [a, b, c, d].Nodup →
        ∃ k, ringThrough k ⊆ {s(a, b), s(b, c), s(c, d), s(a, d)} ∧
          {s(a, b), s(b, c), s(c, d), s(a, d)} ⊆ ringThrough k := by
      intro a b
      fin_cases a <;> fin_cases b <;> decide +kernel
    have hi : fourRing.image (Sym2.map σ) =
        {s(σ 0, σ 1), s(σ 1, σ 2), s(σ 2, σ 3), s(σ 0, σ 3)} := by
      simp [fourRing]
    obtain ⟨k, h1, h2⟩ := h (σ 0) (σ 1) (σ 2) (σ 3) (by simp [hσ.eq_iff])
    exact ⟨k, (Finset.Subset.antisymm h1 h2).trans hi.symm⟩
```

The same argument works for rings, using the atom opposite $0$.

## The four-atom determinant

```lean
/-- The determinant of a symmetric four-site matrix with zero diagonal: squared pairing terms
minus twice the products around the three possible rings. -/
theorem det_four_site (p q r s t u : R) :
    (!![0, p, q, r; p, 0, s, t; q, s, 0, u; r, t, u, 0] : Matrix (Fin 4) (Fin 4) R).det =
      (p * u) ^ 2 + (q * t) ^ 2 + (r * s) ^ 2
        - 2 * (p * s * u * r + p * t * u * q + q * s * t * r) := by
  simp [Matrix.det_succ_row_zero, Fin.sum_univ_succ, Fin.succAbove]
  ring
```

The zero diagonal removes every permutation with a fixed point. Three double transpositions remain, with sign $+$, and give the squares. Six four-cycles remain, with sign $-$; each gives the same product of entries as its inverse, because the matrix is symmetric, hence the factor 2. Lean expands along the first row and lets `ring` compare the results.

```lean
/-- The adjacency determinant of four labelled atoms is the number of pairings into two bonds
minus twice the number of four-membered rings present among them. -/
theorem four_atom_minor (G : SimpleGraph V) [DecidableRel G.Adj] (f : Fin 4 ↪ V) :
    ((G.adjMatrix R).submatrix f f).det =
      ((univ.filter fun k => (pairing k).image (Sym2.map f) ⊆ G.edgeFinset).card : R) -
      2 * ((univ.filter fun k => (ringThrough k).image (Sym2.map f) ⊆ G.edgeFinset).card : R) := by
  let a : Fin 4 → Fin 4 → R := fun i j => if G.Adj (f i) (f j) then 1 else 0
  have hM : (G.adjMatrix R).submatrix f f = !![0, a 0 1, a 0 2, a 0 3; a 0 1, 0, a 1 2, a 1 3;
      a 0 2, a 1 2, 0, a 2 3; a 0 3, a 1 3, a 2 3, 0] := by
    refine Matrix.ext fun i j => ?_
    fin_cases i <;> fin_cases j <;> simp [a, SimpleGraph.adjMatrix_apply,
      G.adj_comm (f 1) (f 0), G.adj_comm (f 2) (f 0), G.adj_comm (f 3) (f 0),
      G.adj_comm (f 2) (f 1), G.adj_comm (f 3) (f 1), G.adj_comm (f 3) (f 2)]
  have hmap (i j : Fin 4) : Sym2.map f s(i, j) = s(f i, f j) := rfl
  -- indicators multiply, and they equal their squares
  have hand (p q : Prop) [Decidable p] [Decidable q] [Decidable (p ∧ q)] :
      (if p ∧ q then (1 : R) else 0) = (if p then 1 else 0) * (if q then 1 else 0) := by
    by_cases hp : p <;> by_cases hq : q <;> simp [hp, hq]
  have hsq (p : Prop) [Decidable p] :
      (if p then (1 : R) else 0) ^ 2 = if p then 1 else 0 := by
    by_cases hp : p <;> simp [hp]
  rw [hM, det_four_site, Finset.card_filter, Finset.card_filter, Fin.sum_univ_three,
    Fin.sum_univ_three]
  simp only [a, pairing, ringThrough, Finset.image_insert, Finset.image_singleton,
    Finset.insert_subset_iff, Finset.singleton_subset_iff, hmap, SimpleGraph.mem_edgeFinset,
    SimpleGraph.mem_edgeSet, Nat.cast_add, Nat.cast_ite, Nat.cast_one, Nat.cast_zero, hand,
    mul_pow, hsq]
  ring
```

Now the entries are $a_{ij}\in\{0,1\}$. Thus $a_{ij}^2=a_{ij}$ (`hsq`), and a product is 1 if all its bonds are present and 0 otherwise (`hand`). The minor is $p_S-2c_S$, where $p_S$ and $c_S$ count the pairings and rings present on $S$.

## The coefficient of $x^{n-4}$

```lean
/-- Fourth Sachs coefficient: for a simple graph on `n ≥ 4` vertices, the coefficient of `x^(n-4)`
in the adjacency characteristic polynomial is the number of unordered pairs of disjoint edges
minus twice the number of four-cycle subgraphs. -/
theorem fourth_sachs_coefficient (G : SimpleGraph V) [DecidableRel G.Adj]
    (hn : 4 ≤ Fintype.card V) :
    (G.adjMatrix R).charpoly.coeff (Fintype.card V - 4) =
      ((disjointEdgePairs G).card : R) - 2 * ((fourCycles G).card : R) := by
  have hP : ∀ i : Fin 4, ∃ e ∈ twoBonds, i ∈ e := by decide +kernel
  have hC : ∀ i : Fin 4, ∃ e ∈ fourRing, i ∈ e := by decide +kernel
  rw [charpoly_coeff_eq_sum_minors _ hn, disjointEdgePairs, fourCycles,
    card_copies_eq_sum G hP, card_copies_eq_sum G hC, Nat.cast_sum, Nat.cast_sum,
    Finset.mul_sum, Finset.mul_sum, ← Finset.sum_sub_distrib]
  refine Finset.sum_congr rfl fun S hS => ?_
  -- label the four atoms of `S`
  let e := S.equivFinOfCardEq (Finset.mem_powersetCard.1 hS).2
  let f : Fin 4 ↪ V := e.symm.toEmbedding.trans (Function.Embedding.subtype _)
  have hf : ∀ v, v ∈ S ↔ ∃ i, f i = v := by
    intro v
    constructor
    · intro hv
      exact ⟨e ⟨v, hv⟩, by simp [f]⟩
    · rintro ⟨i, rfl⟩
      exact (e.symm i).2
  have hdet : principalMinor (G.adjMatrix R) S = ((G.adjMatrix R).submatrix f f).det :=
    (Matrix.det_submatrix_equiv_self e.symm _).symm
  rw [hdet, card_copies_on G hP pairing_complete f hf,
    card_copies_on G hC ringThrough_complete f hf, four_atom_minor]
  ring

end FourthSachsCoefficient
```

Since $(-1)^4=1$, summing over four-atom sets gives

$$[x^{n-4}]\det(x-A)=\sum_{|S|=4}(p_S-2c_S)=p-2c,$$

with $p$ disjoint edge pairs and $c$ four-cycles in $G$. This is the order-four case of Sachs's coefficient formula. The counts are read as elements of `R`.

The hypothesis `hn` says $n\ge4$; requiring only $n\ge3$ would not do. For a triangle over the integers, $\det(x-A)=x^3-3x-2$. Lean's natural-number subtraction gives $3-4=0$, so the left side is $-2$, while both counts vanish.

```lean
#print axioms FourthSachsCoefficient.fourth_sachs_coefficient
```

```
'FourthSachsCoefficient.fourth_sachs_coefficient' depends on axioms: [propext, Classical.choice, Quot.sound]
```
